# A gapped Hamiltonian has an invertible spectral localiser in finite dimension when κ is small

Let $H$, $X$ and $Y$ be Hermitian operators on a finite-dimensional complex inner product space, with $H^2 \ge g^2$ for a real number $g$, and let $\kappa \ge 0$ satisfy $\kappa(\|[H,X]\| + \|[H,Y]\|) < g^2$ in operator norm. Then the block matrix

$$L = \begin{pmatrix} H & \kappa(X - iY) \\ \kappa(X + iY) & -H \end{pmatrix}$$

is invertible, whether or not $X$ and $Y$ commute.

```lean
import Mathlib

open scoped InnerProductSpace

namespace SpectralLocalizer

noncomputable section

variable {E : Type*} [NormedAddCommGroup E] [InnerProductSpace ℂ E]

/-- A bounded operator is Hermitian if it can be moved across the inner product. -/
def IsHerm (A : E →L[ℂ] E) : Prop := ∀ u v, ⟪A u, v⟫_ℂ = ⟪u, A v⟫_ℂ

/-- For Hermitian `H`, this is the operator inequality `H² - g² ≥ 0`, written as an inequality of
expectation values. -/
def HasGap (H : E →L[ℂ] E) (g : ℝ) : Prop :=
  ∀ u, g ^ 2 * ‖u‖ ^ 2 ≤ (⟪u, H (H u)⟫_ℂ).re

/-- The commutator `[A, B] = AB - BA`. -/
def comm (A B : E →L[ℂ] E) : E →L[ℂ] E := A * B - B * A

/-- The spectral localiser `[[H, κ(X - iY)], [κ(X + iY), -H]]`, acting on pairs of states. -/
def localizer (H X Y : E →L[ℂ] E) (κ : ℝ) : (E × E) →ₗ[ℂ] (E × E) where
  toFun p := (H p.1 + (κ : ℂ) • (X p.2 - Complex.I • Y p.2),
    (κ : ℂ) • (X p.1 + Complex.I • Y p.1) - H p.2)
  map_add' p q := by
    refine Prod.ext ?_ ?_ <;> simp only [Prod.fst_add, Prod.snd_add, map_add] <;> module
  map_smul' c p := by
    refine Prod.ext ?_ ?_ <;>
      simp only [Prod.smul_fst, Prod.smul_snd, map_smul, RingHom.id_apply] <;> module

/-- For Hermitian `H`, the expectation value of `H²` is the squared length of `H u`. -/
theorem norm_sq_apply {H : E →L[ℂ] E} (hH : IsHerm H) (u : E) :
    ‖H u‖ ^ 2 = (⟪u, H (H u)⟫_ℂ).re := by
  rw [← hH u (H u)]
  exact (inner_self_eq_norm_sq (𝕜 := ℂ) (H u)).symm

/-- For Hermitian `H`, `X`, `Y`, the squared length of the localiser applied to `(u, v)` is a sum
of squares plus a cross term that contains only the commutators of `H` with `X` and `Y`. -/
theorem localizer_norm_sq {H X Y : E →L[ℂ] E} (hH : IsHerm H) (hX : IsHerm X) (hY : IsHerm Y)
    (κ : ℝ) (u v : E) :
    ‖(localizer H X Y κ (u, v)).1‖ ^ 2 + ‖(localizer H X Y κ (u, v)).2‖ ^ 2 =
      ‖H u‖ ^ 2 + ‖H v‖ ^ 2
        + κ ^ 2 * (‖X u + Complex.I • Y u‖ ^ 2 + ‖X v - Complex.I • Y v‖ ^ 2)
        + 2 * κ * (⟪u, comm H X v - Complex.I • comm H Y v⟫_ℂ).re := by
  have hc : ∀ A B : E →L[ℂ] E, comm A B v = A (B v) - B (A v) := fun _ _ => rfl
  -- hermiticity gathers the two cross terms into commutators
  have key : ⟪u, comm H X v - Complex.I • comm H Y v⟫_ℂ =
      ⟪H u, X v - Complex.I • Y v⟫_ℂ - ⟪X u + Complex.I • Y u, H v⟫_ℂ := by
    simp only [hc, map_sub, map_smul, inner_add_left, inner_sub_right, inner_smul_left,
      inner_smul_right,
      Complex.conj_I, hH u, hX u, hY u]
    ring
  change ‖H u + (κ : ℂ) • (X v - Complex.I • Y v)‖ ^ 2
    + ‖(κ : ℂ) • (X u + Complex.I • Y u) - H v‖ ^ 2 = _
  rw [key, norm_add_sq (𝕜 := ℂ) (H u), norm_sub_sq (𝕜 := ℂ) _ (H v), inner_smul_right,
    inner_smul_left, norm_smul, norm_smul]
  simp only [RCLike.re_eq_complex_re, Complex.conj_ofReal, Complex.re_ofReal_mul,
    Complex.norm_real, Real.norm_eq_abs, mul_pow, sq_abs, Complex.sub_re]
  ring

/-- For Hermitian `H`, `X`, `Y` with `H² ≥ g²` and `κ ≥ 0`, the squared length of the localiser
applied to `(u, v)` is at least `g² - κ(‖[H,X]‖ + ‖[H,Y]‖)` times `‖u‖² + ‖v‖²`. -/
theorem localizer_lower_bound {H X Y : E →L[ℂ] E} {g κ : ℝ} (hH : IsHerm H) (hX : IsHerm X)
    (hY : IsHerm Y) (hg : HasGap H g) (hκ : 0 ≤ κ) (u v : E) :
    (g ^ 2 - κ * (‖comm H X‖ + ‖comm H Y‖)) * (‖u‖ ^ 2 + ‖v‖ ^ 2) ≤
      ‖(localizer H X Y κ (u, v)).1‖ ^ 2 + ‖(localizer H X Y κ (u, v)).2‖ ^ 2 := by
  rw [localizer_norm_sq hH hX hY]
  have hu := hg u
  have hv := hg v
  rw [← norm_sq_apply hH] at hu hv
  have hC : ‖comm H X v - Complex.I • comm H Y v‖ ≤ (‖comm H X‖ + ‖comm H Y‖) * ‖v‖ := by
    have h := norm_sub_le (comm H X v) (Complex.I • comm H Y v)
    rw [norm_smul, Complex.norm_I, one_mul] at h
    linarith [(comm H X).le_opNorm v, (comm H Y).le_opNorm v]
  -- Cauchy-Schwarz for the cross term
  have hre := (abs_le.mp ((Complex.abs_re_le_norm _).trans
    (norm_inner_le_norm (𝕜 := ℂ) u (comm H X v - Complex.I • comm H Y v)))).1
  have hS : 0 ≤ ‖comm H X‖ + ‖comm H Y‖ := by positivity
  have h2 : -((‖comm H X‖ + ‖comm H Y‖) * (‖u‖ ^ 2 + ‖v‖ ^ 2)) ≤
      2 * (⟪u, comm H X v - Complex.I • comm H Y v⟫_ℂ).re := by
    nlinarith [mul_le_mul_of_nonneg_left hC (norm_nonneg u),
      mul_nonneg hS (sq_nonneg (‖u‖ - ‖v‖))]
  have h3 := mul_le_mul_of_nonneg_left h2 hκ
  have h4 : 0 ≤ κ ^ 2 * (‖X u + Complex.I • Y u‖ ^ 2 + ‖X v - Complex.I • Y v‖ ^ 2) := by
    positivity
  linarith

/-- For Hermitian `H`, `X`, `Y` with `H² ≥ g²` and `κ ≥ 0`, every eigenvalue `μ` of the localiser
satisfies `|μ|² ≥ g² - κ(‖[H,X]‖ + ‖[H,Y]‖)`. -/
theorem eigenvalue_bound {H X Y : E →L[ℂ] E} {g κ : ℝ} (hH : IsHerm H) (hX : IsHerm X)
    (hY : IsHerm Y) (hg : HasGap H g) (hκ : 0 ≤ κ) {μ : ℂ} {p : E × E} (hp : p ≠ 0)
    (hμ : localizer H X Y κ p = μ • p) :
    g ^ 2 - κ * (‖comm H X‖ + ‖comm H Y‖) ≤ ‖μ‖ ^ 2 := by
  have hN : 0 < ‖p.1‖ ^ 2 + ‖p.2‖ ^ 2 := by
    by_contra hN
    have h1 : ‖p.1‖ ^ 2 = 0 := by linarith [sq_nonneg ‖p.1‖, sq_nonneg ‖p.2‖]
    have h2 : ‖p.2‖ ^ 2 = 0 := by linarith [sq_nonneg ‖p.1‖, sq_nonneg ‖p.2‖]
    exact hp (Prod.ext (by simpa using h1) (by simpa using h2))
  have h := localizer_lower_bound hH hX hY hg hκ p.1 p.2
  rw [Prod.mk.eta, hμ, Prod.smul_fst, Prod.smul_snd, norm_smul, norm_smul, mul_pow, mul_pow,
    ← mul_add] at h
  exact le_of_mul_le_mul_right h hN

/-- In finite dimension, let `H`, `X`, `Y` be Hermitian with `H² ≥ g²`, and let `κ ≥ 0` satisfy
`κ(‖[H,X]‖ + ‖[H,Y]‖) < g²`. Then the spectral localiser is invertible. -/
theorem localizer_invertible [FiniteDimensional ℂ E] {H X Y : E →L[ℂ] E} {g κ : ℝ}
    (hH : IsHerm H) (hX : IsHerm X) (hY : IsHerm Y) (hg : HasGap H g) (hκ : 0 ≤ κ)
    (hsmall : κ * (‖comm H X‖ + ‖comm H Y‖) < g ^ 2) :
    IsUnit (localizer H X Y κ) := by
  rw [LinearMap.isUnit_iff_ker_eq_bot, LinearMap.ker_eq_bot']
  intro p h0
  by_contra hp
  -- a null vector would be an eigenvector with eigenvalue zero
  have h := eigenvalue_bound hH hX hY hg hκ (μ := 0) hp (by rw [h0, zero_smul])
  rw [norm_zero] at h
  linarith

/-- In finite dimension, let `H`, `X`, `Y` be Hermitian with `H² ≥ g²`, and let `κ ≥ 0` satisfy
`κ(‖[H,X]‖ + ‖[H,Y]‖) < g²`. Then the localiser with `X` and `Y` replaced by `X - x` and `Y - y` is
invertible for every real probe point `(x, y)`. -/
theorem localizer_invertible_at [FiniteDimensional ℂ E] {H X Y : E →L[ℂ] E} {g κ : ℝ}
    (hH : IsHerm H) (hX : IsHerm X) (hY : IsHerm Y) (hg : HasGap H g) (hκ : 0 ≤ κ)
    (hsmall : κ * (‖comm H X‖ + ‖comm H Y‖) < g ^ 2) (x y : ℝ) :
    IsUnit (localizer H (X - (x : ℂ) • 1) (Y - (y : ℂ) • 1) κ) := by
  have hs : ∀ (A : E →L[ℂ] E) (a : ℝ), IsHerm A → IsHerm (A - (a : ℂ) • 1) := by
    intro A a hA u v
    change ⟪A u - (a : ℂ) • u, v⟫_ℂ = ⟪u, A v - (a : ℂ) • v⟫_ℂ
    rw [inner_sub_left, inner_sub_right, inner_smul_left, inner_smul_right, hA u v,
      Complex.conj_ofReal]
  -- a shift by a number drops out of the commutator
  have hc : ∀ (A : E →L[ℂ] E) (a : ℝ), comm H (A - (a : ℂ) • 1) = comm H A := by
    intro A a
    simp only [comm, mul_sub, sub_mul, mul_smul_comm, smul_mul_assoc, mul_one, one_mul]
    abel
  exact localizer_invertible hH (hs X x hX) (hs Y y hY) hg hκ (by rwa [hc, hc])

end

end SpectralLocalizer
```

```lean
#print axioms SpectralLocalizer.localizer_invertible
#print axioms SpectralLocalizer.localizer_invertible_at
```

```
'SpectralLocalizer.localizer_invertible' depends on axioms: [propext, Classical.choice, Quot.sound]
'SpectralLocalizer.localizer_invertible_at' depends on axioms: [propext, Classical.choice, Quot.sound]
```

## Energy and position in one matrix

Here $H$ is a single-particle Hamiltonian with its energies measured from the Fermi level, and $X$ and $Y$ are the two position operators of a planar sample. The condition $H^2 \ge g^2$ says that no energy level lies strictly between $-|g|$ and $|g|$.

The parameter $\kappa$ is an energy per length. It sets how strongly a distance in the plane counts against an energy. The commutators $[H,X]$ and $[H,Y]$ are, up to a factor $\pm i\hbar$, the velocity operators. The smallness condition therefore compares $\kappa\hbar$ times a velocity scale with $g^2$. In an open lattice sample with hoppings of bounded size and range, the commutator norms stay below a bound that does not depend on the size of the sample, whereas $\|X\|$ and $\|Y\|$ grow without limit.

For non-interacting insulators in two dimensions, half the signature of $L$ (the number of positive eigenvalues minus the number of negative ones, divided by two) serves as a local topological index. Invertibility means that no eigenvalue is zero, so that a small enough Hermitian perturbation leaves the signature unchanged.

The file proves invertibility and says nothing about the signature, but a short argument shows which value belongs to this regime. If $\kappa$ is lowered to zero, the smallness condition stays true all the way, so no eigenvalue of $L$ crosses zero. At $\kappa = 0$ the matrix is $\mathrm{diag}(H, -H)$, whose signature is zero. A finite sample that meets the hypotheses thus has index zero. Where a nonzero index is found, the inequality must fail, either because the finite sample has states, such as edge modes, inside the bulk gap or because $\kappa$ is too large.

## How the operators and hypotheses are written

The space `E` is a complex inner product space, and the operators have type `E →L[ℂ] E`, the continuous linear maps. This type carries the operator norm, so `‖comm H X‖` is the norm of $[H,X] = HX - XH$. The inner product is linear in its second argument and conjugate-linear in its first, as in Dirac notation.

- `IsHerm A` says that $\langle Au, v\rangle = \langle u, Av\rangle$ for all $u$ and $v$.
- `HasGap H g` says that $g^2\|u\|^2 \le \mathrm{Re}\,\langle u, H^2 u\rangle$ for every $u$. This is the operator inequality $H^2 \ge g^2$ read as an inequality of expectation values for unnormalised vectors. For a unit vector it becomes $g^2 \le \langle H^2\rangle$.
- `localizer H X Y κ` is the linear map on pairs that sends $(u,v)$ to $\big(Hu + \kappa(X - iY)v,\ \kappa(X + iY)u - Hv\big)$, which is the block matrix applied to a column.

Mathlib gives the product `E × E` the maximum of the two component norms, which is not the Hilbert-space length of a two-component state. The theorems avoid that norm and write the squared length of a pair explicitly, as $\|u\|^2 + \|v\|^2$.

The conclusion `IsUnit (localizer H X Y κ)` says that the map has a two-sided inverse under composition. The assumption `FiniteDimensional ℂ E` appears only in the two theorems about invertibility. The lower bound and the eigenvalue bound hold for bounded operators on any complex inner product space. Unbounded position operators, as on an infinite lattice, are not covered.

## The squared length of $L(u,v)$

The calculation starts by expanding the two components of $L(u,v)$:

$$\|Hu + \kappa(X-iY)v\|^2 = \|Hu\|^2 + 2\kappa\,\mathrm{Re}\,\langle Hu, (X-iY)v\rangle + \kappa^2\|(X-iY)v\|^2,$$

$$\|\kappa(X+iY)u - Hv\|^2 = \kappa^2\|(X+iY)u\|^2 - 2\kappa\,\mathrm{Re}\,\langle (X+iY)u, Hv\rangle + \|Hv\|^2.$$

Hermiticity moves every operator in the cross terms to the right-hand side of the inner product. The first cross term becomes $\langle u, H(X-iY)v\rangle$. In the second, the factor $i$ is conjugated as it leaves the first argument:

$$\langle (X+iY)u, Hv\rangle = \langle u, XHv\rangle - i\langle u, YHv\rangle = \langle u, (X-iY)Hv\rangle.$$

The difference of the two contains only commutators, and the sum of the squared lengths is

$$\|Hu\|^2 + \|Hv\|^2 + \kappa^2\big(\|(X+iY)u\|^2 + \|(X-iY)v\|^2\big) + 2\kappa\,\mathrm{Re}\,\langle u, ([H,X] - i[H,Y])v\rangle.$$

The position operators enter the $\kappa^2$ term only through squared lengths, which are non-negative whatever $[X,Y]$ is. This is why commuting positions are not required.

The theorem `localizer_norm_sq` states this identity. Its intermediate claim `key` is the commutator step: the simplifier expands the inner products and applies the three Hermiticity hypotheses, and `ring` collects the result. The expansions of the squares come from `norm_add_sq` and `norm_sub_sq`.

## The lower bound

Write $C = \|[H,X]\| + \|[H,Y]\|$. The triangle inequality and the definition of the operator norm give

$$\|([H,X] - i[H,Y])v\| \le C\|v\|.$$

With the Cauchy–Schwarz inequality, and with $2\|u\|\|v\| \le \|u\|^2 + \|v\|^2$, the cross term obeys

$$2\kappa\,\mathrm{Re}\,\langle u, ([H,X] - i[H,Y])v\rangle \ge -2\kappa C\|u\|\|v\| \ge -\kappa C(\|u\|^2 + \|v\|^2).$$

Since $H$ is Hermitian, $\|Hu\|^2 = \langle u, H^2u\rangle \ge g^2\|u\|^2$, and likewise for $v$. Leaving out the non-negative position terms gives

$$\|L(u,v)\|^2 \ge (g^2 - \kappa C)(\|u\|^2 + \|v\|^2),$$

where the left-hand side means the sum of the squared component lengths.

This is `localizer_lower_bound`. The small theorem `norm_sq_apply` supplies $\|Hu\|^2 = \mathrm{Re}\,\langle u, H^2u\rangle$ and so turns the gap hypothesis into a bound on $\|Hu\|^2$. In the proof, `hC` is the triangle-inequality step and `hre` is Cauchy–Schwarz. The bound `h2` on the cross term is found by `nlinarith`, which is given the inequality `hC` multiplied by $\|u\|$ and the non-negative quantity $C(\|u\| - \|v\|)^2$. Multiplying by $\kappa \ge 0$ gives `h3`, `h4` records that the position terms are non-negative, and `linarith` adds everything up.

## Eigenvalues and the inverse

Suppose that $Lp = \mu p$ with $p = (u,v) \ne 0$. The squared length of $Lp$ is then $|\mu|^2(\|u\|^2 + \|v\|^2)$. Dividing the lower bound by the positive number $\|u\|^2 + \|v\|^2$ gives

$$|\mu|^2 \ge g^2 - \kappa C.$$

This is `eigenvalue_bound`. Its first step, `hN`, shows that the divisor is positive, because a pair whose two components both have length zero is the zero pair. When $\kappa C < g^2$, the bound keeps every eigenvalue of $L$ at a distance of at least $\sqrt{g^2 - \kappa C}$ from zero.

A nonzero vector with $Lp = 0$ would be an eigenvector with $\mu = 0$, and the bound would read $g^2 - \kappa C \le 0$, against the hypothesis. The kernel of $L$ is therefore trivial, and in finite dimension $L$ is invertible. The proof of `localizer_invertible` takes exactly this route.

In applications the positions are measured from a probe point $(x,y)$, so that $X$ and $Y$ are replaced by $X - x$ and $Y - y$. For real $x$ and $y$ the shifted operators are still Hermitian, which is `hs` in the proof of `localizer_invertible_at`. A number commutes with $H$, so $[H, X - x] = [H, X]$, which is `hc`. The hypotheses are thus the same at every probe point, and one value of $\kappa$ serves the whole plane.

## From a trivial kernel to a two-sided inverse

The passage from an inequality to an inverse rests on the Mathlib lemma `LinearMap.isUnit_iff_ker_eq_bot`. For a linear map from a finite-dimensional space to itself, it says that the map is a unit exactly when its kernel is the zero subspace, written `⊥`. Rewriting with it replaces the goal `IsUnit (localizer H X Y κ)` by a statement about the kernel. The lemma `LinearMap.ker_eq_bot'` then unfolds that statement into its elementary form: every `p` that the localiser sends to zero is itself zero.

This spares the proof a determinant, a choice of basis and an explicit inverse. The lemma contains the dimension count familiar from linear algebra: the dimensions of kernel and image add up to that of the whole space, so a map with trivial kernel also reaches every vector. Lean obtains the finite dimension of `E × E` from that of `E` without being told.

The lemma is also the place where finite dimension enters. On an infinite-dimensional space, the shift $(c_0, c_1, \dots) \mapsto (0, c_0, c_1, \dots)$ preserves length and has a trivial kernel, yet it has no two-sided inverse, since nothing is sent to a sequence with a nonzero first entry. A lower bound on lengths is thus not enough there by itself. The shift is not Hermitian, however, whereas the localiser is. On a complete space, a bounded Hermitian operator with a positive lower bound on lengths does have an inverse, but the file does not prove this case.
